# The free s-wave at zero energy and its first two energy derivatives satisfy their radial equations

For a free particle with zero angular momentum, the wave function times the radius obeys `-φ'' = E φ`, in units where ħ²/2m = 1. Differentiating this equation once and twice with respect to the energy, and then setting E = 0, gives an equation for each energy derivative of φ. The theorem `radial_equations` checks, at every real `r`, that the unnormalised functions r, −r³/6 and r⁵/60 satisfy the three equations: minus their second derivatives are 0, r and 2·(−r³/6) respectively. The proof computes the first derivatives as functions, differentiates again at `r`, and compares the resulting polynomials with `ring`.

The failing Lean file:

```lean
import Mathlib

open intervalIntegral

namespace RadialEquations

noncomputable section

/-- The free s-wave at zero energy, multiplied by the radius. -/
def u (r : ℝ) : ℝ := r

/-- The first energy derivative of the free s-wave at zero energy, multiplied by the radius. -/
def uDot (r : ℝ) : ℝ := -(1 / 6) * r ^ 3

/-- The second energy derivative of the free s-wave at zero energy, multiplied by the radius. -/
def uDDot (r : ℝ) : ℝ := 1 / 60 * r ^ 5

/-- The three radial functions satisfy the free radial equation `-φ'' = E φ` at `E = 0`
and its first and second derivatives with respect to the energy. -/
theorem radial_equations (r : ℝ) :
    -deriv (deriv u) r = 0 ∧ -deriv (deriv uDot) r = u r ∧
      -deriv (deriv uDDot) r = 2 * uDot r := by
  -- first derivatives as functions
  have h0 : deriv u = fun _ => (1 : ℝ) := by
    funext x
    exact (hasDerivAt_id' x).deriv
  have h1 : deriv uDot = fun x => -(1 / 2) * x ^ 2 := by
    funext x
    refine HasDerivAt.deriv (HasDerivAt.congr_deriv
      ((hasDerivAt_pow 3 x).const_mul (-(1 / 6) : ℝ)) ?_)
    push_cast
    ring
  have h2 : deriv uDDot = fun x => 1 / 12 * x ^ 4 := by
    funext x
    refine HasDerivAt.deriv (HasDerivAt.congr_deriv
      ((hasDerivAt_pow 5 x).const_mul (1 / 60 : ℝ)) ?_)
    push_cast
    ring
  -- second derivatives at the given radius
  have k1 : deriv (fun x : ℝ => -(1 / 2) * x ^ 2) r = -r := by
    refine HasDerivAt.deriv (HasDerivAt.congr_deriv
      ((hasDerivAt_pow 2 r).const_mul (-(1 / 2) : ℝ)) ?_)
    push_cast
    ring
  have k2 : deriv (fun x : ℝ => 1 / 12 * x ^ 4) r = 1 / 3 * r ^ 3 := by
    refine HasDerivAt.deriv (HasDerivAt.congr_deriv
      ((hasDerivAt_pow 4 r).const_mul (1 / 12 : ℝ)) ?_)
    push_cast
    ring
  refine ⟨?_, ?_, ?_⟩
  · rw [h0]
    simp
  · rw [h1, k1, u]
    ring
  · rw [h2, k2, uDDot.eq_def r |> fun _ => uDot]
    ring

end

end RadialEquations
```

The compiler's answer:

```
Main.lean:55:16: error: Invalid rewrite argument: Expected an equality or iff proof or definition name, but `(fun x => uDot) ⋯
  ?r` is a value of type
  ℝ
```

Diagnosis. The error lies in the last argument of the final `rw`. The operator `|>` passes the term on its left to the function on its right, so `uDDot.eq_def r |> fun _ => uDot` discards the equation for `uDDot` and returns the function `uDot` itself. Since `uDot` takes a real argument, Lean supplies a placeholder `?r`, and is left with a value of type `ℝ`. A real number is not a proof of an equality or an equivalence, so `rw` has nothing to rewrite with.

The repair gives `rw` the bare name `uDot`. A definition name is accepted there, and `rw` uses the definition's equation to replace `uDot r` by `-(1 / 6) * r ^ 3`. The equation for `uDDot` is not needed, because `h2` and `k2` have already dealt with its derivatives. What remains is `-(1 / 3 * r ^ 3) = 2 * (-(1 / 6) * r ^ 3)`, which `ring` proves.

As a diff, the version that Lean accepts:

```diff
@@ -53,5 +53,5 @@
   · rw [h1, k1, u]
     ring
-  · rw [h2, k2, uDDot.eq_def r |> fun _ => uDot]
+  · rw [h2, k2, uDot]
     ring
 
```
